# Charge parity $(-1)^{L+S}$ of a fermion–antifermion pair with opposite momenta

## Spin amplitudes as 2×2 matrices

Spins are measured in units of $\hbar$. The spin state of two spin-½ particles is given by four amplitudes $\chi_{st}$, where $s$ is the spin label of the first particle and $t$ that of the second. They are stored as a complex 2×2 matrix $\chi$. Both labels refer to one fixed spin axis, not to helicities.

```lean
import Mathlib

open Matrix

namespace PairChargeParity

noncomputable section
```

The single-particle spin operators are $S_k=\sigma_k/2$, with $\sigma_k$ the Pauli matrices. The Lean index `k : Fin 3` takes the values 0, 1, 2 for the $x$, $y$, $z$ components.

```lean
/-- The three spin-1/2 matrices, in units of the reduced Planck constant. -/
def spin : Fin 3 → Matrix (Fin 2) (Fin 2) ℂ :=
  ![!![0, 1/2; 1/2, 0], !![0, -Complex.I/2; Complex.I/2, 0], !![1/2, 0; 0, -1/2]]
```

An operator on the first spin multiplies $\chi$ from the left. An operator on the second spin acts on the column index, which is multiplication by its transpose from the right:

$$\big[(S_k\otimes 1+1\otimes S_k)\chi\big]_{st}=(S_k\chi+\chi S_k^{T})_{st}.$$

```lean
/-- Component `k` of the total spin of two spin-1/2 particles, acting on the amplitude
`χ s t` for the first particle in spin state `s` and the second in `t`. -/
def totalSpin (k : Fin 3) (χ : Matrix (Fin 2) (Fin 2) ℂ) : Matrix (Fin 2) (Fin 2) ℂ :=
  spin k * χ + χ * (spin k)ᵀ
```

The square of the total spin applies each component twice and sums over $k$.

```lean
/-- The square of the total spin, summed over its three components. -/
def totalSpinSq (χ : Matrix (Fin 2) (Fin 2) ℂ) : Matrix (Fin 2) (Fin 2) ℂ :=
  ∑ k, totalSpin k (totalSpin k χ)
```

## Total spin squared is identity plus exchange

Expanding the square and using $\sum_k S_k^2=\tfrac34$ gives

$$\mathbf S^2\chi=\tfrac32\chi+2\sum_k S_k\chi S_k^{T}.$$

The completeness relation $\sum_k(\sigma_k)_{ss'}(\sigma_k)_{tt'}=2\delta_{st'}\delta_{ts'}-\delta_{ss'}\delta_{tt'}$ turns the last term into $\chi^T-\tfrac12\chi$. Hence

$$\mathbf S^2\chi=\chi+\chi^{T},$$

where transposition exchanges the two spins. The Lean proof does not use the completeness relation: it writes out the four matrix entries, inserts the spin matrices and compares both sides.

```lean
/-- The total spin squared of two spin-1/2 particles is the identity plus the exchange
of the two spins. -/
theorem totalSpinSq_eq (χ : Matrix (Fin 2) (Fin 2) ℂ) : totalSpinSq χ = χ + χᵀ := by
  ext i j
  -- expand into entries first, then insert the values of the spin matrices
  simp only [totalSpinSq, totalSpin, Fin.sum_univ_three, Matrix.add_apply,
    Matrix.mul_apply, Matrix.transpose_apply, Fin.sum_univ_two]
  fin_cases i <;> fin_cases j <;> simp [spin]
  all_goals try ring_nf
  all_goals try simp only [Complex.I_sq]
  all_goals try ring
```

## The exchange sign of a state with definite total spin

Let $\mathbf S^2\chi=S(S+1)\chi$. The identity above gives $\chi^T=\lambda\chi$ with $\lambda=S(S+1)-1$. For $S=0$ this is $\chi^T=-\chi$, and for $S=1$ it is $\chi^T=\chi$. Both cases read

$$\chi^{T}=(-1)^{S+1}\chi.$$

The theorem allows every natural number $S$. Transposing twice gives $(\lambda^2-1)\chi=0$, and

$$\lambda^2-1=(S-1)\,S\,(S+1)(S+2),$$

which is nonzero for $S\ge2$. The amplitude then vanishes, as it must for two spins one half, and the sign relation holds trivially. The three cases of the proof are $S=0$, $S=1$ and $S=n+2$; in the last, the product appears as $(n+1)(n+2)(n+3)(n+4)$.

```lean
/-- A spin amplitude with total spin squared `S(S+1)` acquires the sign `(-1)^(S+1)`
when the two spins are exchanged. -/
theorem spin_exchange {S : ℕ} {χ : Matrix (Fin 2) (Fin 2) ℂ}
    (h : totalSpinSq χ = ((S : ℂ) * (S + 1)) • χ) : χᵀ = (-1 : ℂ) ^ (S + 1) • χ := by
  rw [totalSpinSq_eq] at h
  have e : ∀ i j, χ i j + χ j i = ((S : ℂ) * (S + 1)) * χ i j := by
    intro i j
    have := congrFun (congrFun h i) j
    simpa only [Matrix.add_apply, Matrix.transpose_apply, Matrix.smul_apply,
      smul_eq_mul] using this
  ext i j
  simp only [Matrix.transpose_apply, Matrix.smul_apply, smul_eq_mul]
  rcases S with _ | _ | n
  · have a := e i j
    push_cast at a
    linear_combination a
  · have a := e i j
    push_cast at a
    linear_combination a
  · -- two spins one half cannot reach S = n + 2: the amplitude vanishes
    have hn : ((n : ℂ) + 1) * (n + 2) * (n + 3) * (n + 4) ≠ 0 := by
      have h0 : (n + 1) * (n + 2) * (n + 3) * (n + 4) ≠ 0 := by positivity
      exact_mod_cast h0
    have z : ∀ i j, χ i j = 0 := by
      intro i j
      have a := e i j
      have b := e j i
      push_cast at a b
      have hz : (((n : ℂ) + 1) * (n + 2) * (n + 3) * (n + 4)) * χ i j = 0 := by
        linear_combination (-(((n : ℂ) + 2) * (n + 3) - 1)) * a - b
      exact (mul_eq_zero.mp hz).resolve_left hn
    rw [z i j, z j i, mul_zero]
```

Both physical values occur. The examples below are the singlet and the triplet state with zero spin projection, each without its normalisation factor $1/\sqrt2$.

```lean
/-- The antisymmetric and the symmetric combination of opposite spins have total spin
squared `S(S+1)` with `S = 0` and `S = 1`. -/
theorem totalSpinSq_witness :
    totalSpinSq !![0, 1; -1, 0] = (((0 : ℕ) : ℂ) * ((0 : ℕ) + 1)) • !![0, 1; -1, 0] ∧
    totalSpinSq !![0, 1; 1, 0] = (((1 : ℕ) : ℂ) * ((1 : ℕ) + 1)) • !![0, 1; 1, 0] := by
  constructor <;> rw [totalSpinSq_eq] <;> ext i j <;> fin_cases i <;> fin_cases j <;>
    norm_num
```

## Creators and charge conjugation

Let $b^*(p,s)$ create a particle and $d^*(p,s)$ an antiparticle, with momentum $p$ and spin label $s$. In Lean they are `b p s` and `d p s`, elements of a complex algebra `A`; momenta lie in an additive group `V`. Three relations are assumed:

$$b^*(p,s)\,d^*(q,t)=-d^*(q,t)\,b^*(p,s),\qquad C\,b^*(p,s)=d^*(p,s),\qquad C\,d^*(p,s)=b^*(p,s).$$

The first is Fermi statistics between the two kinds. The other two say that charge conjugation changes the kind and leaves momentum and spin alone, with phases chosen equal to one. The map $C$ is an algebra homomorphism, so it acts on products factor by factor. It acts on operators; if the vacuum is invariant under charge conjugation, the state created from it has the same charge parity as the operator.

```lean
variable {V A : Type*} [AddCommGroup V] [Ring A] [Algebra ℂ A]

/-- Particle creators `b p s` anticommute with antiparticle creators `d p s`, and the
algebra map `C` exchanges the two kinds at fixed momentum and spin. -/
structure IsChargeConjugation (b d : V → Fin 2 → A) (C : A →ₐ[ℂ] A) : Prop where
  anticomm : ∀ p s q t, b p s * d q t = -(d q t * b p s)
  map_b : ∀ p s, C (b p s) = d p s
  map_d : ∀ p s, C (d p s) = b p s
```

For a finite set $K$ of momenta, a momentum amplitude $\varphi$ and a spin amplitude $\chi$, the pair operator is

$$\Psi=\sum_{p\in K}\sum_{s,t}\varphi(p)\,\chi_{st}\,b^*(p,s)\,d^*(-p,t).$$

The total momentum is zero, so $p$ is the relative momentum. No normalisation is imposed.

```lean
/-- The operator creating a particle and an antiparticle of opposite momenta, with
momentum amplitude `φ` and spin amplitude `χ`. -/
def pairState (K : Finset V) (φ : V → ℂ) (χ : Matrix (Fin 2) (Fin 2) ℂ)
    (b d : V → Fin 2 → A) : A :=
  ∑ p ∈ K, ∑ s, ∑ t, (φ p * χ s t) • (b p s * d (-p) t)
```

## What conjugation does to a general pair

Applying $C$ to each factor and reordering the creators gives

$$C\Psi=\sum\varphi(p)\chi_{st}\,d^*(p,s)\,b^*(-p,t)=-\sum\varphi(p)\chi_{st}\,b^*(-p,t)\,d^*(p,s).$$

If $K$ contains $-p$ whenever it contains $p$, the sum may be relabelled by $p\to-p$. Exchanging the names $s$ and $t$ as well gives

$$C\Psi=-\sum_{p\in K}\sum_{s,t}\varphi(-p)\,\chi_{ts}\,b^*(p,s)\,d^*(-p,t).$$

Conjugation therefore reverses the relative momentum, exchanges the spins and contributes one minus sign from Fermi statistics. In the proof, `Finset.sum_nbij'` performs the momentum relabelling, `Finset.sum_comm` exchanges the spin sums, and `h.anticomm` supplies the sign.

```lean
/-- Charge conjugation of a pair reverses the relative momentum, exchanges the spins and
gives an overall minus sign. -/
theorem conj_pairState {b d : V → Fin 2 → A} {C : A →ₐ[ℂ] A}
    (h : IsChargeConjugation b d C) {K : Finset V} (hK : ∀ p ∈ K, -p ∈ K)
    (φ : V → ℂ) (χ : Matrix (Fin 2) (Fin 2) ℂ) :
    C (pairState K φ χ b d) = -pairState K (fun p => φ (-p)) χᵀ b d := by
  simp only [pairState, map_sum, map_smul, map_mul, h.map_b, h.map_d]
  rw [← Finset.sum_neg_distrib]
  -- relabel the momentum p as -p
  refine Finset.sum_nbij' (fun p => -p) (fun p => -p) hK hK (by simp) (by simp) ?_
  intro p _
  simp only [neg_neg, Matrix.transpose_apply]
  rw [Finset.sum_comm, ← Finset.sum_neg_distrib]
  refine Finset.sum_congr rfl fun s _ => ?_
  rw [← Finset.sum_neg_distrib]
  refine Finset.sum_congr rfl fun t _ => ?_
  -- reordering the two creators costs the Fermi sign
  rw [h.anticomm, smul_neg, neg_neg]
```

In a numerical code that stores the pair amplitude as an array `psi[p,s,t]`, this step is the replacement of `psi[p,s,t]` by `-psi[-p,t,s]`. Comparing the two arrays shows whether a computed eigenvector has definite charge parity, and the same operation can split a charge-conjugation-invariant Hamiltonian matrix into even and odd blocks. The momentum grid has to be symmetric about zero, which is the hypothesis `hK`.

## The three signs combined

Now let $K$ contain $-p$ whenever it contains $p$, let $\varphi(-p)=(-1)^L\varphi(p)$ on $K$, and let $\chi$ have total spin $S$. The Fermi, orbital and spin signs multiply to

$$-\,(-1)^L\,(-1)^{S+1}=(-1)^{L+S},$$

so that $C\Psi=(-1)^{L+S}\Psi$. The Lean proof inserts the two exchange relations and compares the sums term by term.

```lean
/-- A fermion-antifermion pair with orbital parity `(-1)^L` and total spin `S` has charge
parity `(-1)^(L+S)`. -/
theorem charge_parity {b d : V → Fin 2 → A} {C : A →ₐ[ℂ] A}
    (h : IsChargeConjugation b d C) {K : Finset V} (hK : ∀ p ∈ K, -p ∈ K)
    {φ : V → ℂ} {L : ℕ} (hφ : ∀ p ∈ K, φ (-p) = (-1) ^ L * φ p)
    {χ : Matrix (Fin 2) (Fin 2) ℂ} {S : ℕ}
    (hχ : totalSpinSq χ = ((S : ℂ) * (S + 1)) • χ) :
    C (pairState K φ χ b d) = (-1 : ℂ) ^ (L + S) • pairState K φ χ b d := by
  rw [conj_pairState h hK, spin_exchange hχ]
  simp only [pairState, Finset.smul_sum, ← Finset.sum_neg_distrib]
  refine Finset.sum_congr rfl fun p hp => Finset.sum_congr rfl fun s _ =>
    Finset.sum_congr rfl fun t _ => ?_
  -- collect the orbital, spin and Fermi signs
  rw [hφ p hp, Matrix.smul_apply, smul_eq_mul, smul_smul, ← neg_smul]
  congr 1
  ring
```

The number $L$ enters only through the parity of $\varphi$. No rotation group acts on `V`, and $\varphi$ need not be an eigenfunction of orbital angular momentum; a spherical harmonic of degree $L$ is the standard example with the required parity. The theorem treats a single product $\varphi\chi$. A state in which $L$, $S$ and the total angular momentum are all definite is a sum of such products with common $L$ and $S$, and linearity gives it the same sign. If $\Psi=0$, the equation is true but assigns no parity.

## Which photon numbers are excluded

Let $F$ be a linear amplitude with $F(Cx)=(-1)^nF(x)$ for all $x$. This condition is assumed; for annihilation into $n$ photons it stands for the charge-conjugation invariance of QED together with the odd charge parity of each photon. Applied to the pair of the previous section, with the same conditions on $K$, $\varphi$ and $\chi$, it gives

$$(-1)^{L+S}F(\Psi)=F(C\Psi)=(-1)^nF(\Psi).$$

When $L+S+n$ is odd the two signs are opposite, so $F(\Psi)=-F(\Psi)$ and $F(\Psi)=0$. The final `linear_combination` carries out this cancellation.

```lean
/-- A linear amplitude of charge parity `(-1)^n`, as for a final state of `n` photons,
vanishes on the pair whenever `L + S + n` is odd. -/
theorem annihilation_selection_rule {b d : V → Fin 2 → A} {C : A →ₐ[ℂ] A}
    (h : IsChargeConjugation b d C) {K : Finset V} (hK : ∀ p ∈ K, -p ∈ K)
    {φ : V → ℂ} {L : ℕ} (hφ : ∀ p ∈ K, φ (-p) = (-1) ^ L * φ p)
    {χ : Matrix (Fin 2) (Fin 2) ℂ} {S : ℕ}
    (hχ : totalSpinSq χ = ((S : ℂ) * (S + 1)) • χ)
    (F : A →ₗ[ℂ] ℂ) {n : ℕ} (hF : ∀ x, F (C x) = (-1) ^ n * F x)
    (hodd : Odd (L + S + n)) : F (pairState K φ χ b d) = 0 := by
  have e := hF (pairState K φ χ b d)
  rw [charge_parity h hK hφ hχ, map_smul, smul_eq_mul] at e
  have h1 : (-1 : ℂ) ^ (L + S) * (-1) ^ n = -1 := by
    rw [← pow_add]
    exact hodd.neg_one_pow
  have h2 : (-1 : ℂ) ^ n * (-1) ^ n = 1 := by
    rw [← mul_pow]
    norm_num
  generalize F (pairState K φ χ b d) = f at e ⊢
  generalize (-1 : ℂ) ^ (L + S) = x at e h1
  generalize (-1 : ℂ) ^ n = y at e h1 h2
  linear_combination (-y / 2) * e + (f / 2) * h1 - (f / 2) * h2
```

For positronium, modelled as a pair with definite $L$ and $S$ on a finite momentum set symmetric about zero, the rule removes amplitudes before any diagram is evaluated. The spin singlet with $L=0$ has even charge parity and cannot annihilate into three photons; the spin triplet with $L=0$ has odd charge parity and cannot annihilate into two. The rule gives no rates, and an amplitude that it permits may still vanish for another reason, such as energy–momentum conservation.

## A realisation in the exterior algebra

The assumed relations are satisfied by a concrete set of creators. Each mode carries a kind (particle or antiparticle), a momentum and a spin label, and the one-particle space consists of finite linear combinations of modes.

```lean
/-- One-particle amplitudes over modes labelled by kind (`false` for particle, `true` for
antiparticle), momentum and spin. -/
abbrev Modes (V : Type*) := (Bool × V × Fin 2) →₀ ℂ
```

In the exterior algebra over this space the product is antisymmetric in one-particle vectors, as it is for fermion creators acting on the vacuum. The creator of a mode is the corresponding basis vector.

```lean
/-- The creator of a single mode, in the exterior algebra over all modes. -/
def creator (c : Bool) (p : V) (s : Fin 2) : ExteriorAlgebra ℂ (Modes V) :=
  ExteriorAlgebra.ι ℂ (Finsupp.single (c, p, s) 1)
```

Exchanging the kind label of every mode is a linear map on the one-particle space, and it extends to products factor by factor. This extension is $C$.

```lean
/-- The map of the exterior algebra induced by exchanging particle and antiparticle
modes. -/
def exchangeKinds (V : Type*) :
    ExteriorAlgebra ℂ (Modes V) →ₐ[ℂ] ExteriorAlgebra ℂ (Modes V) :=
  ExteriorAlgebra.map (Finsupp.lmapDomain ℂ ℂ (fun m : Bool × V × Fin 2 => (!m.1, m.2)))
```

Anticommutation follows from $v\wedge w+w\wedge v=0$, and the two exchange rules follow from the action of $C$ on basis vectors. The theorem also records that every creator is nonzero, which rules out the trivial realisation in which all creators are zero.

```lean
omit [AddCommGroup V] in
/-- In the exterior algebra over all modes the creators are nonzero, and exchanging the
kinds is a charge conjugation for them. -/
theorem isChargeConjugation_witness :
    IsChargeConjugation (creator (V := V) false) (creator true) (exchangeKinds V) ∧
    ∀ (c : Bool) (p : V) (s : Fin 2), creator c p s ≠ 0 := by
  refine ⟨⟨fun p s q t => ?_, fun p s => ?_, fun p s => ?_⟩, fun c p s => ?_⟩
  · exact eq_neg_of_add_eq_zero_left (ExteriorAlgebra.ι_add_mul_swap _ _)
  · simp [creator, exchangeKinds, ExteriorAlgebra.map_apply_ι, Finsupp.mapDomain_single]
  · simp [creator, exchangeKinds, ExteriorAlgebra.map_apply_ι, Finsupp.mapDomain_single]
  · simp [creator, ExteriorAlgebra.ι_eq_zero_iff]

end

end PairChargeParity
```

```lean
#print axioms PairChargeParity.charge_parity
#print axioms PairChargeParity.annihilation_selection_rule
```

```
'PairChargeParity.charge_parity' depends on axioms: [propext, Classical.choice, Quot.sound]
'PairChargeParity.annihilation_selection_rule' depends on axioms: [propext, Classical.choice, Quot.sound]
```
